# An upper bound on the lowest level, reduced by Hamiltonian noise divided by an overlap eigenvalue

A calculation in localised orbitals can return a level several hartree below every physical state, although each element of its Hamiltonian matrix is accurate to 10⁻⁵ hartree. Anyone who takes the error of the matrix elements as the error of the levels will look for the fault in the wrong place. When the orbitals are nearly linearly dependent, the overlap matrix S has a small eigenvalue σ, and an error of size η along its eigenvector enters the energy as η/σ.

Let H be the noise-free Hamiltonian matrix and N the error left by numerical integration, both real symmetric, and let M be an upper bound on the levels of Hc = ESc. If a unit vector v satisfies Sv = σv and v·Nv = −η, then

(H + N)c = ESc has a level E ≤ M − η/σ.

Here N is a noise matrix, not a particle number, and σ is an overlap eigenvalue, not a standard deviation. The bound concerns a single diagonalisation of a one-particle problem in a finite real basis; self-consistency and complex Bloch matrices are left aside.

```lean
import Mathlib

open Matrix

namespace OverlapNoiseAmplification

noncomputable section

variable {n : Type*} [Fintype n]
```

## Expectation values, overlap and levels

The finite type `n` labels the orbitals, and a vector x holds real expansion coefficients. The unnormalised expectation value of a matrix A is

x·Ax = Σᵢ xᵢ Σⱼ Aᵢⱼ xⱼ.

```lean
/-- The quadratic form `x · A x` of a matrix in a real basis. -/
def quad (A : Matrix n n ℝ) (x : n → ℝ) : ℝ := x ⬝ᵥ A *ᵥ x
```

An overlap matrix is symmetric, and x·Sx, the squared norm of the function with coefficients x, is positive for x ≠ 0. The orbitals may therefore be nearly dependent, but not exactly so. S stands for the matrix used in the diagonalisation, and M refers to H taken with this same S.

```lean
/-- An overlap matrix: real symmetric and positive definite. -/
def IsOverlap (S : Matrix n n ℝ) : Prop :=
  S.IsSymm ∧ ∀ x : n → ℝ, x ≠ 0 → 0 < quad S x
```

A level is a generalized eigenvalue: a real E for which some nonzero c satisfies Ac = ESc. Degeneracy is not counted.

```lean
/-- `E` is a level of the generalized problem `A c = E S c` with a nonzero vector `c`. -/
def IsLevel (A S : Matrix n n ℝ) (E : ℝ) : Prop :=
  ∃ c : n → ℝ, c ≠ 0 ∧ A *ᵥ c = E • (S *ᵥ c)
```

Noise adds to the expectation value linearly:

x·(A + B)x = x·Ax + x·Bx.

```lean
/-- The quadratic form of a sum of matrices is the sum of the quadratic forms. -/
theorem quad_add (A B : Matrix n n ℝ) (x : n → ℝ) :
    quad (A + B) x = quad A x + quad B x := by
  simp only [quad, Matrix.add_mulVec, dotProduct_add]
```

## A zero minimum gives a null vector

Let B be symmetric with x·Bx ≥ 0 for all x, and let c·Bc = 0. Put y = Bc and move from c against the gradient. By symmetry c·By = y·y, so

0 ≤ (c − ty)·B(c − ty) = −2t y·y + t² y·By.

Choose t = y·y/(y·By + 1), so that y·y = t(y·By + 1). The right-hand side becomes −t²(y·By + 2), which is nonnegative only if t = 0. Then y·y = 0, and Bc = 0.

In the code `hexp` is the expansion, `ht` fixes t, and `h3` is the conclusion t² = 0.

```lean
/-- If a symmetric matrix has a nonnegative quadratic form, a vector on which the form
vanishes is annihilated by the matrix. -/
theorem mulVec_eq_zero_of_quad_eq_zero {B : Matrix n n ℝ} (hB : B.IsSymm)
    (hpos : ∀ x, 0 ≤ quad B x) {c : n → ℝ} (h0 : quad B c = 0) : B *ᵥ c = 0 := by
  obtain ⟨y, hy⟩ : ∃ y, y = B *ᵥ c := ⟨_, rfl⟩
  have hcy : c ⬝ᵥ B *ᵥ y = y ⬝ᵥ y := by
    rw [Matrix.dotProduct_mulVec, ← Matrix.mulVec_transpose, hB.eq, ← hy]
  -- expand the quadratic form at `c - t • y`
  have hexp : ∀ t : ℝ, quad B (c - t • y)
      = quad B c - 2 * t * (y ⬝ᵥ y) + t ^ 2 * quad B y := by
    intro t
    simp only [quad, Matrix.mulVec_sub, Matrix.mulVec_smul, sub_dotProduct,
      dotProduct_sub, smul_dotProduct, dotProduct_smul, smul_eq_mul]
    rw [← hy, hcy]
    ring
  have hb := hpos y
  obtain ⟨t, ht⟩ : ∃ t : ℝ, t * (quad B y + 1) = y ⬝ᵥ y := by
    have hne : quad B y + 1 ≠ 0 := by positivity
    exact ⟨(y ⬝ᵥ y) / (quad B y + 1), by field_simp⟩
  have h := hpos (c - t • y)
  rw [hexp, h0] at h
  have h2 : t ^ 2 * (quad B y + 2) = 2 * t * (y ⬝ᵥ y) - t ^ 2 * quad B y := by
    linear_combination 2 * t * ht
  have h3 : t ^ 2 = 0 := by
    nlinarith [mul_nonneg (sq_nonneg t) hb, sq_nonneg t]
  have h4 : t = 0 := by simpa using h3
  rw [h4, zero_mul] at ht
  rw [← hy]
  exact dotProduct_self_eq_zero.mp ht.symm
```

## The variational principle for the generalized problem

For symmetric A and at least one orbital, the Rayleigh quotient x·Ax / x·Sx is continuous away from x = 0 and does not change when x is rescaled. It therefore attains its minimum E on a compact sphere, at some c, and

x·Ax ≥ E x·Sx for all x.

Thus A − ES has a nonnegative quadratic form that vanishes at c. By the previous step (A − ES)c = 0, so E is a level.

Lean's sphere belongs to the maximum norm and is the surface of a cube, which serves equally well because only compactness and rescaling are used. `hall` extends the minimum from the sphere to all vectors, and `hker` is the eigenvalue equation.

```lean
/-- Variational principle: for symmetric `A` and an overlap matrix `S` in a nonempty basis,
some level `E` satisfies `E (x · S x) ≤ x · A x` for every trial vector `x`. -/
theorem exists_ground_level [Nonempty n] {A S : Matrix n n ℝ} (hA : A.IsSymm)
    (hS : IsOverlap S) : ∃ E, IsLevel A S E ∧ ∀ x, E * quad S x ≤ quad A x := by
  have hcont : ∀ B : Matrix n n ℝ, Continuous (quad B) := by
    intro B
    show Continuous fun x : n → ℝ => ∑ i, x i * ∑ j, B i j * x j
    fun_prop
  have hne : ∀ x ∈ Metric.sphere (0 : n → ℝ) 1, x ≠ 0 := by
    intro x hx h
    rw [mem_sphere_zero_iff_norm, h, norm_zero] at hx
    exact zero_ne_one hx
  have hsph : (Metric.sphere (0 : n → ℝ) 1).Nonempty :=
    ⟨fun _ => 1, by rw [mem_sphere_zero_iff_norm, pi_norm_const, norm_one]⟩
  have hq : ContinuousOn (fun x => quad A x / quad S x) (Metric.sphere (0 : n → ℝ) 1) :=
    (hcont A).continuousOn.div (hcont S).continuousOn
      (fun x hx => (hS.2 x (hne x hx)).ne')
  -- the Rayleigh quotient attains its minimum on the sphere
  obtain ⟨c, hc, hmin⟩ := (isCompact_sphere (0 : n → ℝ) 1).exists_isMinOn hsph hq
  have hcS := hS.2 c (hne c hc)
  obtain ⟨E, hE⟩ : ∃ E, E = quad A c / quad S c := ⟨_, rfl⟩
  have hscale : ∀ (B : Matrix n n ℝ) (r : ℝ) (x : n → ℝ),
      quad B (r • x) = r ^ 2 * quad B x := by
    intro B r x
    simp only [quad, Matrix.mulVec_smul, smul_dotProduct, dotProduct_smul, smul_eq_mul]
    ring
  have hall : ∀ x, E * quad S x ≤ quad A x := by
    intro x
    by_cases hx : x = 0
    · simp [hx, quad]
    have hr : 0 < ‖x‖⁻¹ := inv_pos.mpr (norm_pos_iff.mpr hx)
    have hmem : ‖x‖⁻¹ • x ∈ Metric.sphere (0 : n → ℝ) 1 := by
      rw [mem_sphere_zero_iff_norm, norm_smul, norm_inv, norm_norm]
      exact inv_mul_cancel₀ (norm_ne_zero_iff.mpr hx)
    have h : quad A c / quad S c ≤ quad A (‖x‖⁻¹ • x) / quad S (‖x‖⁻¹ • x) := hmin hmem
    rw [← hE, le_div_iff₀ (hS.2 _ (hne _ hmem)), hscale, hscale] at h
    refine le_of_mul_le_mul_left ?_ (pow_pos hr 2)
    linarith
  have hdiff : ∀ x, quad (A - E • S) x = quad A x - E * quad S x := by
    intro x
    simp only [quad, Matrix.sub_mulVec, Matrix.smul_mulVec, dotProduct_sub,
      dotProduct_smul, smul_eq_mul]
  -- the minimiser is a null vector of `A - E S`
  have hker : (A - E • S) *ᵥ c = 0 := by
    refine mulVec_eq_zero_of_quad_eq_zero (hA.sub (hS.1.smul E)) ?_ ?_
    · intro x
      rw [hdiff]
      linarith [hall x]
    · rw [hdiff, hE]
      field_simp
      simp
  rw [Matrix.sub_mulVec, Matrix.smul_mulVec] at hker
  exact ⟨E, ⟨c, hne c hc, sub_eq_zero.mp hker⟩, hall⟩
```

## From a bound on levels to a bound on expectation values

The assumption on H concerns its levels, while the trial-vector argument needs expectation values. Apply the variational principle to −H. It gives a level E of −H with

−x·Hx ≥ E x·Sx.

Then −E is a level of H, hence −E ≤ M, and

x·Hx ≤ −E x·Sx ≤ M x·Sx.

```lean
/-- If all levels of a symmetric `H` with overlap matrix `S` are at most `M`, then
`x · H x ≤ M (x · S x)` for every nonzero vector `x`. -/
theorem quad_le_of_levels_le {H S : Matrix n n ℝ} (hH : H.IsSymm) (hS : IsOverlap S)
    {M : ℝ} (hM : ∀ E, IsLevel H S E → E ≤ M) {x : n → ℝ} (hx : x ≠ 0) :
    quad H x ≤ M * quad S x := by
  obtain ⟨i, -⟩ := Function.ne_iff.mp hx
  have : Nonempty n := ⟨i⟩
  -- the highest level of `H` is minus the lowest level of `-H`
  obtain ⟨E, ⟨c, hc, hEc⟩, hE⟩ := exists_ground_level hH.neg hS
  have hlev : IsLevel H S (-E) :=
    ⟨c, hc, by rw [neg_smul, ← hEc, Matrix.neg_mulVec, neg_neg]⟩
  have h1 := hE x
  have h2 : quad (-H) x = -quad H x := by
    simp only [quad, Matrix.neg_mulVec, dotProduct_neg]
  nlinarith [mul_le_mul_of_nonneg_right (hM _ hlev) (hS.2 x hx).le]
```

## The overlap eigenvector as trial vector

For a unit vector with Sv = σv,

v·Sv = σ v·v = σ > 0.

The coefficients have length one, but the function they describe has squared norm σ. When σ is small, it is almost the zero function.

```lean
/-- For a unit eigenvector `v` of an overlap matrix, `v · S v` equals the eigenvalue `σ`, `σ` is
positive, and `v` is nonzero. -/
theorem overlap_eigenvalue {S : Matrix n n ℝ} (hS : IsOverlap S) {v : n → ℝ} {σ : ℝ}
    (hv : v ⬝ᵥ v = 1) (hSv : S *ᵥ v = σ • v) : v ≠ 0 ∧ quad S v = σ ∧ 0 < σ := by
  have h0 : v ≠ 0 := by
    intro h
    simp [h] at hv
  have h1 : quad S v = σ := by
    rw [quad, hSv, dotProduct_smul, hv, smul_eq_mul, mul_one]
  exact ⟨h0, h1, h1 ▸ hS.2 v h0⟩
```

Let E be the lowest level of H + N. The variational principle with trial vector v, followed by the bound on v·Hv, gives

Eσ ≤ v·Hv + v·Nv ≤ Mσ − η.

Division by σ yields E ≤ M − η/σ. In the theorem, `hM` is the bound on the noise-free levels, and `hSv` and `hNv` are the two conditions on v. In the proof, `h1` and `h2` are the two inequalities above. No sign of η is assumed, but the bound lies below M only for η > 0.

```lean
/-- Noise amplification: let `H` and `N` be symmetric, `S` an overlap matrix, and all levels
of `H` at most `M`. If a unit vector `v` has `S v = σ v` and `v · N v = -η`, then `H + N` has
a level at or below `M - η / σ`. -/
theorem noise_amplification {H N S : Matrix n n ℝ} (hH : H.IsSymm) (hN : N.IsSymm)
    (hS : IsOverlap S) {M σ η : ℝ} (hM : ∀ E, IsLevel H S E → E ≤ M) {v : n → ℝ}
    (hv : v ⬝ᵥ v = 1) (hSv : S *ᵥ v = σ • v) (hNv : quad N v = -η) :
    ∃ E, IsLevel (H + N) S E ∧ E ≤ M - η / σ := by
  obtain ⟨h0, hq, hσ⟩ := overlap_eigenvalue hS hv hSv
  obtain ⟨i, -⟩ := Function.ne_iff.mp h0
  have : Nonempty n := ⟨i⟩
  obtain ⟨E, hE, hvar⟩ := exists_ground_level (hH.add hN) hS
  -- use `v` as trial vector
  have h1 := hvar v
  have h2 := quad_le_of_levels_le hH hS hM h0
  rw [quad_add, hNv, hq] at h1
  rw [hq] at h2
  have h3 : η / σ ≤ M - E := by
    rw [div_le_iff₀ hσ]
    linarith
  exact ⟨E, hE, by linarith⟩
```

One physical question remains between this theorem and a real calculation: η/σ grows towards linear dependence only if η does not shrink in proportion to σ or faster. If all elements come from one common grid, the errors can cancel in v·Nv, because the function described by v is itself small. If different elements carry independent errors, from separate tables or grids for instance, there is no such cancellation to rely on.

## When the level falls below a given energy

A level below L is certain once M − η/σ < L, that is, once

σ(M − L) < η.

If L is the lowest noise-free level, H + N then has a level below the entire noise-free spectrum.

```lean
/-- Let `H` and `N` be symmetric, `S` an overlap matrix, and all levels of `H` at most `M`. If a
unit vector `v` has `S v = σ v` and `v · N v = -η`, and `σ (M - L) < η`, then `H + N` has a level
below `L`. -/
theorem exists_level_below {H N S : Matrix n n ℝ} (hH : H.IsSymm) (hN : N.IsSymm)
    (hS : IsOverlap S) {M σ η L : ℝ} (hM : ∀ E, IsLevel H S E → E ≤ M) {v : n → ℝ}
    (hv : v ⬝ᵥ v = 1) (hSv : S *ᵥ v = σ • v) (hNv : quad N v = -η)
    (hL : σ * (M - L) < η) : ∃ E, IsLevel (H + N) S E ∧ E < L := by
  obtain ⟨E, hE, hle⟩ := noise_amplification hH hN hS hM hv hSv hNv
  have h : M - L < η / σ := by
    rw [lt_div_iff₀ (overlap_eigenvalue hS hv hSv).2.2]
    linarith
  exact ⟨E, hE, by linarith⟩
```

Take σ = 10⁻⁶, η = 10⁻⁵ hartree, M = 4 hartree and a lowest noise-free level of −1 hartree. Then η/σ = 10 hartree, and the diagonalisation returns a level at or below −6 hartree.

The division is visible in canonical orthogonalisation, which rescales v to v/√σ to give it unit norm in the metric S, and the corresponding diagonal element of the transformed Hamiltonian is

(v·Hv + v·Nv)/σ = v·Hv/σ − η/σ.

Eigenvectors of S with eigenvalues below a chosen cut-off are often discarded at this stage; if σ is below the cut-off, this element goes with them. M also depends on the basis: it can rise as orbitals are added, which postpones the threshold.

## How far down the noise can push a level

Now let m be a lower bound on the noise-free levels, and suppose that for all x

x·Nx ≥ −η x·x and x·Sx ≥ σ x·x, with η ≥ 0 and σ > 0.

Here σ is any such lower bound, the best one being the smallest eigenvalue of S. If (H + N)c = ESc with c ≠ 0, then

E c·Sc = c·Hc + c·Nc ≥ m c·Sc − η c·c,

and therefore

(m − E) c·Sc ≤ η c·c ≤ (η/σ) c·Sc.

Dividing by c·Sc gives E ≥ m − η/σ. The code carries out the same division after multiplying by σ, in `h4`. N need not be symmetric here.

```lean
/-- Limit of the amplification: let `H` be symmetric with all levels at least `m`, and `S` an
overlap matrix. If `x · N x ≥ -η (x · x)` and `x · S x ≥ σ (x · x)` for all `x`, with `η ≥ 0`
and `σ > 0`, then every level of `H + N` is at least `m - η / σ`. -/
theorem level_lower_bound {H N S : Matrix n n ℝ} (hH : H.IsSymm) (hS : IsOverlap S)
    {m σ η : ℝ} (hm : ∀ E, IsLevel H S E → m ≤ E) (hη : 0 ≤ η) (hσ : 0 < σ)
    (hN : ∀ x, -η * (x ⬝ᵥ x) ≤ quad N x) (hSσ : ∀ x, σ * (x ⬝ᵥ x) ≤ quad S x)
    {E : ℝ} (hE : IsLevel (H + N) S E) : m - η / σ ≤ E := by
  obtain ⟨c, hc, hEc⟩ := hE
  obtain ⟨i, -⟩ := Function.ne_iff.mp hc
  have : Nonempty n := ⟨i⟩
  obtain ⟨E₀, hE₀, hvar⟩ := exists_ground_level hH hS
  have hq := hS.2 c hc
  have h1 : quad H c + quad N c = E * quad S c := by
    rw [← quad_add, quad, hEc, dotProduct_smul, smul_eq_mul, quad]
  have h2 := mul_le_mul_of_nonneg_right (hm _ hE₀) hq.le
  have h3 : (m - E) * quad S c ≤ η * (c ⬝ᵥ c) := by
    linarith [hvar c, hN c]
  have h4 : (m - E) * σ ≤ η := by
    refine le_of_mul_le_mul_right ?_ hq
    nlinarith [mul_le_mul_of_nonneg_left h3 hσ.le, mul_le_mul_of_nonneg_left (hSσ c) hη]
  have h5 : m - E ≤ η / σ := (le_div_iff₀ hσ).mpr h4
  linarith
```

If v belongs to the smallest overlap eigenvalue and also has the lowest noise expectation value, −η ≤ 0, the two bounds place the lowest level between m − η/σ and M − η/σ.

## Two orbitals that attain the bound

Two normalised orbitals with mutual overlap s, where 0 ≤ s < 1, have the overlap matrix with rows (1, s) and (s, 1).

```lean
/-- The overlap matrix of two normalised orbitals with mutual overlap `s`. -/
def pairOverlap (s : ℝ) : Matrix (Fin 2) (Fin 2) ℝ := !![1, s; s, 1]
```

Take H = MS, whose only level is M, and the noise N = −η·1 with η ≥ 0. The unit vector v = (1, −1)/√2 satisfies Sv = (1 − s)v and v·Nv = −η. Hence

(H + N)v = (M(1 − s) − η)v = (M − η/(1 − s)) Sv,

so M − η/(1 − s) is a level. No level lies lower, because

x·Sx − (1 − s) x·x = s(x₀ + x₁)² ≥ 0,

and the lower bound applies with m = M and σ = 1 − s. At s = 0 the orbitals are orthogonal and the shift is just −η; as s approaches 1 its magnitude grows without limit for any fixed η > 0.

`IsLeast` states both facts: the value is a level, and no level is smaller. The first half of the proof uses the unnormalised vector (1, −1), and the second half calls `level_lower_bound`.

```lean
/-- Sharpness: for two orbitals with overlap `0 ≤ s < 1`, Hamiltonian `M S` and noise `-η 1`
with `η ≥ 0`, the lowest level is exactly `M - η / (1 - s)`. -/
theorem pair_lowest_level {s η : ℝ} (M : ℝ) (hs : 0 ≤ s) (hs1 : s < 1) (hη : 0 ≤ η) :
    IsLeast {E | IsLevel (M • pairOverlap s + (-η) • (1 : Matrix (Fin 2) (Fin 2) ℝ))
      (pairOverlap s) E} (M - η / (1 - s)) := by
  have hσ : 0 < 1 - s := by linarith
  have hsymm : (pairOverlap s).IsSymm := by
    ext i j
    fin_cases i <;> fin_cases j <;> simp [pairOverlap]
  have hbound : ∀ x, (1 - s) * (x ⬝ᵥ x) ≤ quad (pairOverlap s) x := by
    intro x
    have h : quad (pairOverlap s) x - (1 - s) * (x ⬝ᵥ x) = s * (x 0 + x 1) ^ 2 := by
      simp [quad, pairOverlap, Matrix.mulVec, dotProduct, Fin.sum_univ_two]
      ring
    linarith [mul_nonneg hs (sq_nonneg (x 0 + x 1))]
  have hS : IsOverlap (pairOverlap s) := by
    refine ⟨hsymm, fun x hx => lt_of_lt_of_le (mul_pos hσ ?_) (hbound x)⟩
    have h0 : 0 ≤ x ⬝ᵥ x := Finset.sum_nonneg fun i _ => mul_self_nonneg (x i)
    exact lt_of_le_of_ne h0 fun h => hx (dotProduct_self_eq_zero.mp h.symm)
  constructor
  · -- the vector `(1, -1)` belongs to the overlap eigenvalue `1 - s`
    have he : η / (1 - s) * (1 - s) = η := by
      field_simp
    generalize η / (1 - s) = d at he ⊢
    refine ⟨![1, -1], fun h => by simpa using congrFun h 0, ?_⟩
    rw [Matrix.add_mulVec, Matrix.smul_mulVec, Matrix.smul_mulVec, Matrix.one_mulVec]
    ext i
    fin_cases i
    · simp [pairOverlap]
      linear_combination he
    · simp [pairOverlap]
      linear_combination -he
  · intro E hE
    refine level_lower_bound (hsymm.smul M) hS ?_ hη hσ ?_ hbound hE
    · rintro E' ⟨c, hc, h⟩
      have h1 : M * quad (pairOverlap s) c = E' * quad (pairOverlap s) c := by
        have h2 := congrArg (fun y => c ⬝ᵥ y) h
        simpa only [Matrix.smul_mulVec, dotProduct_smul, smul_eq_mul, quad] using h2
      exact (mul_right_cancel₀ (hS.2 c hc).ne' h1).le
    · intro x
      simp only [quad, Matrix.smul_mulVec, Matrix.one_mulVec, dotProduct_smul,
        smul_eq_mul, le_refl]

end

end OverlapNoiseAmplification
```

```lean
#print axioms OverlapNoiseAmplification.exists_level_below
#print axioms OverlapNoiseAmplification.pair_lowest_level
```

```
'OverlapNoiseAmplification.exists_level_below' depends on axioms: [propext, Classical.choice, Quot.sound]
'OverlapNoiseAmplification.pair_lowest_level' depends on axioms: [propext, Classical.choice, Quot.sound]
```
